# Second-order limit of the scaled lowest eigenvalue of H0 + V/g for a simple ground level

Let H0 and V be Hermitian operators on a finite-dimensional complex space. Let H0 have orthonormal eigenvectors ψ_k with energies ε_k and a simple lowest level, labelled o. With v = ⟨ψ_o, Vψ_o⟩ and λ_min the lowest eigenvalue, as g → ∞,

g² λ_min(H0 + V/g) − g² ε_o − g v → E₂ = −Σ_{k≠o} |⟨ψ_k, Vψ_o⟩|² / (ε_k − ε_o).

Compressing an electron system by a factor g multiplies its kinetic energy by g² and its Coulomb repulsion by g. If the one-electron potential is scaled by g² as well, the Hamiltonian is g²H0 + gV, and high density makes V a weak perturbation. Görling-Levy theory also keeps the density fixed up to this compression, through a potential that changes with the coupling 1/g. Here V is fixed, and the theorem does not take the step to a density functional.

## Ground state and energy at small coupling

Put t = 1/g and L = λ_min(H0 + tV), and let y be a unit ground state of H0 + tV. Write p = |⟨ψ_o, y⟩|². Let δ > 0 be a lower bound on all excitation energies ε_k − ε_o, and let C bound |⟨z, Vz⟩| for unit z. Expanding y in the ψ_k gives

⟨y, H0y⟩ = Σ_k ε_k |⟨ψ_k, y⟩|² ≥ ε_o + δ(1 − p).

The same expansion in an eigenbasis of H0 + tV shows that L bounds every normalised expectation value from below. With ψ_o as trial state,

⟨y, H0y⟩ + t⟨y, Vy⟩ = L ≤ ε_o + tv,

and therefore

δ(1 − p) ≤ t(v − ⟨y, Vy⟩) ≤ 2|t|C.

The projection x = ⟨y, ψ_o⟩y satisfies ‖x − ψ_o‖² = 1 − p, so x → ψ_o as t → 0.

Now define the first-order state

φ = −Σ_{k≠o} ⟨ψ_k, Vψ_o⟩/(ε_k − ε_o) ψ_k.

It is orthogonal to ψ_o and solves H0φ − ε_oφ = vψ_o − Vψ_o. Taking inner products of (H0 + tV)x = Lx with ψ_o and φ gives

(L − ε_o)⟨ψ_o, x⟩ = t⟨Vψ_o, x⟩,

(L − ε_o)⟨φ, x⟩ = v⟨ψ_o, x⟩ − ⟨Vψ_o, x⟩ + t⟨Vφ, x⟩.

Add t times the second line to the first, then subtract tv(⟨ψ_o, x⟩ + t⟨φ, x⟩):

(L − ε_o − tv)(⟨ψ_o, x⟩ + t⟨φ, x⟩) = t²(⟨Vφ, x⟩ − v⟨φ, x⟩).

Divide by t² and let x → ψ_o. The second bracket on the left tends to 1, and the one on the right to ⟨Vφ, ψ_o⟩ = ⟨φ, Vψ_o⟩ = E₂.

## Two levels with gap 2 and coupling 1

For H0 = diag(0, 2) and off-diagonal coupling 1, v = 0 and λ_min(H0 + V/g) = 1 − √(1 + 1/g²). At g = 10 the scaled energy is 100(1 − √1.01) ≈ −0.49876; the limit is −1/2.

## The sum over Kohn-Sham determinants

In a finite-basis calculation of the second-order Görling-Levy correlation energy, H0 is the Kohn-Sham Hamiltonian of the N electrons, ψ_o is its ground-state determinant, and V is the electron repulsion minus the Hartree potential and the local Kohn-Sham exchange potential. Only singly and doubly excited determinants contribute, with differences of orbital energies as denominators. If the ground level of H0 is simple, which excludes degenerate open shells, the theorem identifies this sum as the limit for fixed V, without the density constraint.

## Operators, expectation values and the lowest eigenvalue

`E` is the state space and `ι` labels the levels. The inner product is conjugate-linear in its first argument.

In Lean 4 with Mathlib:

```lean
import Mathlib

open Filter Topology Finset
open scoped InnerProductSpace ComplexConjugate

namespace GoerlingLevyLimit

noncomputable section

variable {ι E : Type*} [Fintype ι] [NormedAddCommGroup E] [InnerProductSpace ℂ E]
  {H0 V : E →ₗ[ℂ] E}
```

`expval` does not divide by ‖x‖², so it is the physical expectation value only for unit vectors.

```lean
/-- The real part of `⟨x, A x⟩`, which is the expectation value for Hermitian `A` and unit `x`. -/
def expval (A : E →ₗ[ℂ] E) (x : E) : ℝ := (⟪x, A x⟫_ℂ).re

/-- The infimum of the real eigenvalues of `A`. -/
def lowestEigenvalue (A : E →ₗ[ℂ] E) : ℝ :=
  sInf {μ : ℝ | Module.End.HasEigenvalue A (μ : ℂ)}
```

The next two lemmas evaluate `expval` on an eigenvector and in an eigenbasis.

```lean
/-- If `A x = μ x` with `μ` real, then `⟨x, A x⟩` has real part `μ ‖x‖²`. -/
theorem expval_of_eigenvector {A : E →ₗ[ℂ] E} {μ : ℝ} {x : E} (h : A x = (μ : ℂ) • x) :
    expval A x = μ * ‖x‖ ^ 2 := by
  have h2 : (⟪x, x⟫_ℂ).re = ‖x‖ ^ 2 := inner_self_eq_norm_sq (𝕜 := ℂ) x
  rw [expval, h, inner_smul_right, Complex.re_ofReal_mul, h2]

/-- In an orthonormal eigenbasis, the expectation value is the sum of the eigenvalues weighted by
the squared amplitudes. -/
theorem expval_expansion {A : E →ₗ[ℂ] E} (ψ : OrthonormalBasis ι ℂ E) (ε : ι → ℝ)
    (h : ∀ k, A (ψ k) = (ε k : ℂ) • ψ k) (x : E) :
    expval A x = ∑ k, ε k * ‖⟪ψ k, x⟫_ℂ‖ ^ 2 := by
  have hx : A x = ∑ k, ⟪ψ k, x⟫_ℂ • ((ε k : ℂ) • ψ k) := by
    conv_lhs => rw [← ψ.sum_repr' x]
    simp only [map_sum, map_smul, h]
  rw [expval, hx, inner_sum, Complex.re_sum]
  refine sum_congr rfl fun k _ => ?_
  rw [inner_smul_right, inner_smul_right, ← inner_conj_symm x (ψ k)]
  generalize ⟪ψ k, x⟫_ℂ = z
  rw [← Complex.normSq_eq_norm_sq, Complex.normSq_apply]
  simp only [Complex.mul_re, Complex.mul_im, Complex.conj_re, Complex.conj_im,
    Complex.ofReal_re, Complex.ofReal_im]
  ring
```

The spectral theorem supplies an eigenbasis. Its smallest eigenvalue is then shown to be the infimum in `lowestEigenvalue` and to satisfy the Rayleigh-Ritz bound.

```lean
/-- For a Hermitian operator on a nonzero finite-dimensional space, `lowestEigenvalue` is the least
eigenvalue, and it bounds all expectation values from below (Rayleigh-Ritz). -/
theorem lowestEigenvalue_spec [FiniteDimensional ℂ E] [Nontrivial E] {A : E →ₗ[ℂ] E}
    (hA : A.IsSymmetric) :
    IsLeast {μ : ℝ | Module.End.HasEigenvalue A (μ : ℂ)} (lowestEigenvalue A) ∧
      ∀ x, lowestEigenvalue A * ‖x‖ ^ 2 ≤ expval A x := by
  have : Nonempty (Fin (Module.finrank ℂ E)) := ⟨⟨0, Module.finrank_pos⟩⟩
  let b := hA.eigenvectorBasis rfl
  let e := hA.eigenvalues rfl
  have hb : ∀ i, A (b i) = (e i : ℂ) • b i := fun i => hA.apply_eigenvectorBasis rfl i
  obtain ⟨i, hi⟩ := Finite.exists_min e
  have key : ∀ x, e i * ‖x‖ ^ 2 ≤ expval A x := by
    intro x
    rw [expval_expansion b e hb x, ← b.sum_sq_norm_inner_right x, mul_sum]
    exact sum_le_sum fun k _ => mul_le_mul_of_nonneg_right (hi k) (sq_nonneg _)
  have hl : IsLeast {μ : ℝ | Module.End.HasEigenvalue A (μ : ℂ)} (e i) := by
    constructor
    · exact Module.End.hasEigenvalue_of_hasEigenvector (x := b i)
        ⟨Module.End.mem_eigenspace_iff.mpr (hb i), b.orthonormal.ne_zero i⟩
    · intro μ hμ
      obtain ⟨x, hx⟩ := Module.End.HasEigenvalue.exists_hasEigenvector hμ
      have h := key x
      rw [expval_of_eigenvector hx.apply_eq_smul] at h
      exact le_of_mul_le_mul_right h (pow_pos (norm_pos_iff.mpr hx.2) 2)
  have he : lowestEigenvalue A = e i := hl.csInf_eq
  rw [he]
  exact ⟨hl, key⟩
```

## The energy identity and the first-order state

The identity derived above holds for any eigenvector `x` with real eigenvalue `L`; `u` and `e` stand for ψ_o and ε_o. The final `linear_combination` combines the equations projected on `u` and `φ` with the first-order equation.

```lean
/-- Let `u` be an eigenvector of `H0`, `φ` a solution of the first-order equation and `x` an
eigenvector of `H0 + t V`, with `H0`, `V` Hermitian. Then the energy shift beyond first order,
`L - e - t v`, times `⟨u, x⟩ + t ⟨φ, x⟩` equals `t² (⟨V φ, x⟩ - v ⟨φ, x⟩)`. -/
theorem energy_identity (hH : H0.IsSymmetric) (hV : V.IsSymmetric) {u φ x : E} {e v L t : ℝ}
    (hu : H0 u = (e : ℂ) • u) (hφ : H0 φ - (e : ℂ) • φ = (v : ℂ) • u - V u)
    (hx : (H0 + (t : ℂ) • V) x = (L : ℂ) • x) :
    ((L : ℂ) - e - t * v) * (⟪u, x⟫_ℂ + t * ⟪φ, x⟫_ℂ) =
      (t : ℂ) ^ 2 * (⟪V φ, x⟫_ℂ - v * ⟪φ, x⟫_ℂ) := by
  have key : ∀ z, ⟪H0 z, x⟫_ℂ + t * ⟪V z, x⟫_ℂ = L * ⟪z, x⟫_ℂ := by
    intro z
    have h := congrArg (fun y => ⟪z, y⟫_ℂ) hx
    simp only [LinearMap.add_apply, LinearMap.smul_apply, inner_add_right,
      inner_smul_right] at h
    rw [hH z x, hV z x]
    exact h
  have h3 := congrArg (fun y => ⟪y, x⟫_ℂ) hφ
  simp only [inner_sub_left, inner_smul_left, Complex.conj_ofReal] at h3
  have ku := key u
  rw [hu, inner_smul_left, Complex.conj_ofReal] at ku
  linear_combination -ku - (t : ℂ) * key φ + (t : ℂ) * h3
```

`secondOrderEnergy` is E₂ and `firstOrderState` is φ. In dimension one both sums are empty and the limit is zero.

```lean
variable [DecidableEq ι]

/-- The second-order energy of level `o`: minus the sum over the other levels of squared coupling
over excitation energy. Its domain is `ε k ≠ ε o` for all `k ≠ o`. -/
def secondOrderEnergy (V : E →ₗ[ℂ] E) (ψ : OrthonormalBasis ι ℂ E) (ε : ι → ℝ) (o : ι) : ℝ :=
  -∑ k ∈ univ.erase o, ‖⟪ψ k, V (ψ o)⟫_ℂ‖ ^ 2 / (ε k - ε o)

/-- The first-order change of the state `ψ o`, for `ε k ≠ ε o` whenever `k ≠ o`. -/
def firstOrderState (V : E →ₗ[ℂ] E) (ψ : OrthonormalBasis ι ℂ E) (ε : ι → ℝ) (o : ι) : E :=
  ∑ k ∈ univ.erase o, (-(⟪ψ k, V (ψ o)⟫_ℂ / ((ε k : ℂ) - ε o))) • ψ k
```

The three parts of the next result are the first-order equation, orthogonality and the value of ⟨Vφ, ψ_o⟩.

```lean
/-- For Hermitian `V` and a nondegenerate level `o`, the first-order state solves the first-order
equation, is orthogonal to `ψ o`, and yields the second-order energy. -/
theorem firstOrderState_spec (hV : V.IsSymmetric) (ψ : OrthonormalBasis ι ℂ E) (ε : ι → ℝ)
    (hψ : ∀ k, H0 (ψ k) = (ε k : ℂ) • ψ k) (o : ι) (hne : ∀ k, k ≠ o → ε k ≠ ε o) :
    H0 (firstOrderState V ψ ε o) - (ε o : ℂ) • firstOrderState V ψ ε o =
        (expval V (ψ o) : ℂ) • ψ o - V (ψ o) ∧
      ⟪firstOrderState V ψ ε o, ψ o⟫_ℂ = 0 ∧
      ⟪V (firstOrderState V ψ ε o), ψ o⟫_ℂ = (secondOrderEnergy V ψ ε o : ℂ) := by
  refine ⟨?_, ?_, ?_⟩
  · have hv : (expval V (ψ o) : ℂ) = ⟪ψ o, V (ψ o)⟫_ℂ :=
      Complex.conj_eq_iff_re.mp (by rw [inner_conj_symm]; exact hV _ _)
    have hs := ψ.sum_repr' (V (ψ o))
    rw [← add_sum_erase _ _ (mem_univ o)] at hs
    have h : H0 (firstOrderState V ψ ε o) - (ε o : ℂ) • firstOrderState V ψ ε o =
        -∑ k ∈ univ.erase o, ⟪ψ k, V (ψ o)⟫_ℂ • ψ k := by
      rw [firstOrderState, map_sum, smul_sum, ← sum_sub_distrib, ← sum_neg_distrib]
      refine sum_congr rfl fun k hk => ?_
      have hd : (ε k : ℂ) - ε o ≠ 0 :=
        sub_ne_zero.mpr (by exact_mod_cast hne k (ne_of_mem_erase hk))
      rw [map_smul, hψ, smul_smul, smul_smul, ← sub_smul, ← neg_smul]
      congr 1
      linear_combination -(div_mul_cancel₀ ⟪ψ k, V (ψ o)⟫_ℂ hd)
    rw [h, hv]
    linear_combination (norm := module) (-1 : ℂ) • hs
  · rw [firstOrderState, sum_inner]
    refine sum_eq_zero fun k hk => ?_
    have h0 : ⟪ψ k, ψ o⟫_ℂ = 0 := ψ.orthonormal.2 (ne_of_mem_erase hk)
    rw [inner_smul_left, h0, mul_zero]
  · rw [firstOrderState, map_sum, sum_inner, secondOrderEnergy, Complex.ofReal_neg,
      Complex.ofReal_sum, ← sum_neg_distrib]
    refine sum_congr rfl fun k _ => ?_
    rw [map_smul, inner_smul_left, hV (ψ k) (ψ o), map_neg, map_div₀, map_sub,
      Complex.conj_ofReal, Complex.conj_ofReal, neg_mul, div_mul_eq_mul_div, Complex.conj_mul']
    push_cast
    rfl
```

## Convergence of the state and of the energy

The unit vector called y above is `x` inside this proof, and the vector returned is the projection of `ψ o` on it, `⟪x, ψ o⟫_ℂ • x`.

```lean
/-- Let `H0`, `V` be Hermitian, `V` bounded by `C`, and all excitation energies from `o` at least
`δ`. Then some `x` in the lowest eigenspace of `H0 + t V` has `δ ‖x - ψ o‖² ≤ 2 |t| C`. -/
theorem ground_state_near [FiniteDimensional ℂ E] (hH : H0.IsSymmetric) (hV : V.IsSymmetric)
    (ψ : OrthonormalBasis ι ℂ E) (ε : ι → ℝ) (hψ : ∀ k, H0 (ψ k) = (ε k : ℂ) • ψ k) (o : ι)
    {δ C : ℝ} (hδ : ∀ k, k ≠ o → δ ≤ ε k - ε o) (hC : ∀ y, |expval V y| ≤ C * ‖y‖ ^ 2) (t : ℝ) :
    ∃ x, (H0 + (t : ℂ) • V) x = (lowestEigenvalue (H0 + (t : ℂ) • V) : ℂ) • x ∧
      δ * ‖x - ψ o‖ ^ 2 ≤ 2 * |t| * C := by
  have hP : (H0 + (t : ℂ) • V).IsSymmetric := by
    intro x y
    simp only [LinearMap.add_apply, LinearMap.smul_apply, inner_add_left, inner_add_right,
      inner_smul_left, inner_smul_right, Complex.conj_ofReal, hH x y, hV x y]
  have hE : ∀ x, expval (H0 + (t : ℂ) • V) x = expval H0 x + t * expval V x := by
    intro x
    simp only [expval, LinearMap.add_apply, LinearMap.smul_apply, inner_add_right,
      inner_smul_right, Complex.add_re, Complex.re_ofReal_mul]
  have : Nontrivial E := ⟨ψ o, 0, ψ.orthonormal.ne_zero o⟩
  have h1 : ‖ψ o‖ = 1 := ψ.orthonormal.1 o
  obtain ⟨w, hw⟩ := Module.End.HasEigenvalue.exists_hasEigenvector (lowestEigenvalue_spec hP).1.1
  obtain ⟨x, hx1, hx⟩ : ∃ x, ‖x‖ = 1 ∧
      (H0 + (t : ℂ) • V) x = (lowestEigenvalue (H0 + (t : ℂ) • V) : ℂ) • x :=
    ⟨(‖w‖ : ℂ)⁻¹ • w, by rw [norm_smul, norm_inv, Complex.norm_real, norm_norm,
      inv_mul_cancel₀ (norm_ne_zero_iff.mpr hw.2)],
      by rw [map_smul, hw.apply_eq_smul, smul_comm]⟩
  -- project `ψ o` on the exact ground state
  refine ⟨⟪x, ψ o⟫_ℂ • x, by rw [map_smul, hx, smul_comm], ?_⟩
  have hz : RCLike.re ⟪⟪x, ψ o⟫_ℂ • x, ψ o⟫_ℂ = ‖⟪x, ψ o⟫_ℂ‖ ^ 2 := by
    rw [inner_smul_left, Complex.conj_mul', ← Complex.ofReal_pow]
    exact Complex.ofReal_re _
  have hn : ‖⟪x, ψ o⟫_ℂ • x - ψ o‖ ^ 2 = 1 - ‖⟪ψ o, x⟫_ℂ‖ ^ 2 := by
    rw [norm_sub_sq (𝕜 := ℂ), hz, norm_smul, hx1, h1, norm_inner_symm x (ψ o)]
    ring
  have hp := ψ.sum_sq_norm_inner_right x
  rw [hx1, ← add_sum_erase _ _ (mem_univ o)] at hp
  have he := expval_expansion ψ ε hψ x
  rw [← add_sum_erase _ _ (mem_univ o)] at he
  have hle : ∑ k ∈ univ.erase o, (δ + ε o) * ‖⟪ψ k, x⟫_ℂ‖ ^ 2 ≤
      ∑ k ∈ univ.erase o, ε k * ‖⟪ψ k, x⟫_ℂ‖ ^ 2 :=
    sum_le_sum fun k hk => mul_le_mul_of_nonneg_right
      (by linarith [hδ k (ne_of_mem_erase hk)]) (sq_nonneg _)
  have hr : ∑ k ∈ univ.erase o, ‖⟪ψ k, x⟫_ℂ‖ ^ 2 = 1 - ‖⟪ψ o, x⟫_ℂ‖ ^ 2 := by linarith
  rw [← mul_sum, hr] at hle
  -- compare the exact energy with that of the trial state `ψ o`
  have hen := expval_of_eigenvector hx
  have hritz := (lowestEigenvalue_spec hP).2 (ψ o)
  rw [hE, hx1] at hen
  rw [hE, expval_of_eigenvector (hψ o), h1] at hritz
  have hb : |expval V (ψ o) - expval V x| ≤ 2 * C := by
    have ha := hC (ψ o)
    have hc := hC x
    rw [h1] at ha
    rw [hx1] at hc
    have ha' := abs_le.mp ha
    have hc' := abs_le.mp hc
    exact abs_le.mpr ⟨by linarith [ha'.1, hc'.2], by linarith [ha'.2, hc'.1]⟩
  have h5 := (le_abs_self (t * (expval V (ψ o) - expval V x))).trans_eq (abs_mul _ _)
  have h6 := mul_le_mul_of_nonneg_left hb (abs_nonneg t)
  rw [hn]
  linarith
```

In the main theorem `IsSymmetric` expresses Hermiticity, `hψ` says that the basis diagonalises H0, and `hgap` makes `o` the simple lowest level. The proof obtains C from the operator norm and δ from finiteness, passes to the limit in the overlaps, and divides the identity once `g` is large enough for the denominator to be nonzero.

```lean
/-- For Hermitian `H0` and `V` and a simple lowest level `o` of `H0`, the lowest eigenvalue of
`H0 + V/g`, scaled by `g²` and freed of its zeroth- and first-order parts, tends to the second-order
energy as `g → ∞`. -/
theorem high_density_limit [FiniteDimensional ℂ E] (hH : H0.IsSymmetric) (hV : V.IsSymmetric)
    (ψ : OrthonormalBasis ι ℂ E) (ε : ι → ℝ) (hψ : ∀ k, H0 (ψ k) = (ε k : ℂ) • ψ k) (o : ι)
    (hgap : ∀ k, k ≠ o → ε o < ε k) :
    Tendsto (fun g : ℝ => g ^ 2 * lowestEigenvalue (H0 + ((g⁻¹ : ℝ) : ℂ) • V)
      - g ^ 2 * ε o - g * expval V (ψ o)) atTop (𝓝 (secondOrderEnergy V ψ ε o)) := by
  have hC : ∀ y, |expval V y| ≤ ‖LinearMap.toContinuousLinearMap V‖ * ‖y‖ ^ 2 := by
    intro y
    have h2 := (Complex.abs_re_le_norm ⟪y, V y⟫_ℂ).trans (norm_inner_le_norm y (V y))
    have h3 : ‖V y‖ ≤ ‖LinearMap.toContinuousLinearMap V‖ * ‖y‖ :=
      (LinearMap.toContinuousLinearMap V).le_opNorm y
    have h4 := mul_le_mul_of_nonneg_left h3 (norm_nonneg y)
    unfold expval
    linarith
  obtain ⟨δ, hδ, hδk⟩ : ∃ δ : ℝ, 0 < δ ∧ ∀ k, k ≠ o → δ ≤ ε k - ε o := by
    have : Nonempty ι := ⟨o⟩
    obtain ⟨j, hj⟩ := Finite.exists_min fun k => if k = o then (1 : ℝ) else ε k - ε o
    refine ⟨if j = o then 1 else ε j - ε o, ?_, fun k hk => ?_⟩
    · split_ifs with h
      · exact one_pos
      · exact sub_pos.mpr (hgap j h)
    · have h := hj k
      rwa [if_neg hk] at h
  choose x hx hb using ground_state_near hH hV ψ ε hψ o hδk hC
  obtain ⟨hφ, hφo, hφV⟩ := firstOrderState_spec hV ψ ε hψ o fun k hk => (hgap k hk).ne'
  generalize firstOrderState V ψ ε o = φ at hφ hφo hφV
  have hinv : Tendsto (fun g : ℝ => g⁻¹) atTop (𝓝 0) := tendsto_inv_atTop_zero
  -- the exact ground state approaches `ψ o`
  have hxlim : Tendsto (fun g : ℝ => x g⁻¹) atTop (𝓝 (ψ o)) := by
    rw [tendsto_iff_norm_sub_tendsto_zero]
    have h := ((hinv.abs.const_mul 2).mul_const ‖LinearMap.toContinuousLinearMap V‖).div_const δ
    rw [abs_zero, mul_zero, zero_mul, zero_div] at h
    have hs : Tendsto (fun g : ℝ => ‖x g⁻¹ - ψ o‖ ^ 2) atTop (𝓝 0) :=
      squeeze_zero (fun _ => sq_nonneg _) (fun g => (le_div_iff₀' hδ).mpr (hb g⁻¹)) h
    have hq := hs.sqrt
    simp only [Real.sqrt_zero, Real.sqrt_sq (norm_nonneg _)] at hq
    exact hq
  have hin : ∀ u, Tendsto (fun g : ℝ => ⟪u, x g⁻¹⟫_ℂ) atTop (𝓝 ⟪u, ψ o⟫_ℂ) :=
    fun u => ((innerSL ℂ u).continuous.tendsto _).comp hxlim
  have hden : Tendsto (fun g : ℝ => ⟪ψ o, x g⁻¹⟫_ℂ + ((g⁻¹ : ℝ) : ℂ) * ⟪φ, x g⁻¹⟫_ℂ)
      atTop (𝓝 1) := by
    have h := (hin (ψ o)).add (((Complex.continuous_ofReal.tendsto 0).comp hinv).mul (hin φ))
    have e : ⟪ψ o, ψ o⟫_ℂ = 1 := by
      rw [inner_self_eq_norm_sq_to_K, ψ.orthonormal.1 o]; simp
    rw [hφo, mul_zero, add_zero, e] at h
    exact h
  have hnum : Tendsto (fun g : ℝ => ⟪V φ, x g⁻¹⟫_ℂ - (expval V (ψ o) : ℂ) * ⟪φ, x g⁻¹⟫_ℂ)
      atTop (𝓝 (secondOrderEnergy V ψ ε o : ℂ)) := by
    have h := (hin (V φ)).sub ((hin φ).const_mul (expval V (ψ o) : ℂ))
    rw [hφo, hφV, mul_zero, sub_zero] at h
    exact h
  have hlim := (Complex.continuous_re.tendsto _).comp (hnum.div hden one_ne_zero)
  rw [div_one, Complex.ofReal_re] at hlim
  have alg : ∀ g t L e v N D : ℂ, g * t = 1 → (L - e - t * v) * D = t ^ 2 * N →
      N = (g ^ 2 * L - g ^ 2 * e - g * v) * D := by
    intro g t L e v N D h1 h2
    linear_combination (-(g ^ 2)) * h2 - (N * (1 + g * t) + g * v * D) * h1
  refine hlim.congr' ?_
  filter_upwards [hden.eventually_ne one_ne_zero, eventually_gt_atTop 0] with g hd hg
  have hgt : (g : ℂ) * ((g⁻¹ : ℝ) : ℂ) = 1 := by
    rw [← Complex.ofReal_mul, mul_inv_cancel₀ hg.ne', Complex.ofReal_one]
  have hq := (div_eq_iff hd).mpr
    (alg _ _ _ _ _ _ _ hgt (energy_identity hH hV (hψ o) hφ (hx g⁻¹)))
  refine (congrArg Complex.re hq).trans ?_
  simp only [← Complex.ofReal_pow, ← Complex.ofReal_mul, ← Complex.ofReal_sub, Complex.ofReal_re]
```

The two-level case has gap `D` and complex coupling `b`; its zeroth- and first-order terms vanish.

```lean
open Matrix in
/-- Two levels with energies `0` and `D > 0` and coupling `b`: the scaled lowest eigenvalue tends
to `-|b|²/D`. -/
theorem two_level_witness {D : ℝ} (hD : 0 < D) (b : ℂ) :
    Tendsto (fun g : ℝ => g ^ 2 * lowestEigenvalue
      (Matrix.toEuclideanLin !![0, 0; 0, (D : ℂ)] +
        ((g⁻¹ : ℝ) : ℂ) • Matrix.toEuclideanLin !![0, conj b; b, 0]))
      atTop (𝓝 (-(‖b‖ ^ 2 / D))) := by
  have happ : ∀ (M : Matrix (Fin 2) (Fin 2) ℂ) (x : EuclideanSpace ℂ (Fin 2)),
      Matrix.toEuclideanLin M x = WithLp.toLp 2 (M.mulVec x.ofLp) := fun _ _ => rfl
  have hH : (Matrix.toEuclideanLin !![0, 0; 0, (D : ℂ)]).IsSymmetric :=
    isSymmetric_toEuclideanLin_iff.mpr (by
      ext i j; fin_cases i <;> fin_cases j <;> simp)
  have hV : (Matrix.toEuclideanLin !![0, conj b; b, 0]).IsSymmetric :=
    isSymmetric_toEuclideanLin_iff.mpr (by
      ext i j; fin_cases i <;> fin_cases j <;> simp)
  have h := high_density_limit hH hV (EuclideanSpace.basisFun (Fin 2) ℂ) ![0, D]
    (by intro k; ext i; fin_cases k <;> fin_cases i <;> simp [happ]) 0
    (by intro k hk; fin_cases k <;> simp_all)
  have he : (univ : Finset (Fin 2)).erase 0 = {1} := by decide
  have h0 : expval (Matrix.toEuclideanLin !![0, conj b; b, 0])
      (EuclideanSpace.basisFun (Fin 2) ℂ 0) = 0 := by
    simp [expval, happ, EuclideanSpace.inner_single_left]
  have h2 : secondOrderEnergy (Matrix.toEuclideanLin !![0, conj b; b, 0])
      (EuclideanSpace.basisFun (Fin 2) ℂ) ![0, D] 0 = -(‖b‖ ^ 2 / D) := by
    simp [secondOrderEnergy, he, happ, EuclideanSpace.inner_single_left]
  rw [h0, h2] at h
  simpa only [Matrix.cons_val_zero, mul_zero, sub_zero] using h

end

end GoerlingLevyLimit
```

```lean
#print axioms GoerlingLevyLimit.high_density_limit
```

```
'GoerlingLevyLimit.high_density_limit' depends on axioms: [propext, Classical.choice, Quot.sound]
```
